# With one- and two-spin interactions, truncation to k-spin products preserves the one-spin moments tr(A Lⁿ B) for n < 2k

Take $N$ spins 1/2 with a Hamiltonian $H$ that is a sum of one- and two-spin operators, and let $L(X)=[H,X]$. Let $P$ keep the product operators with at most $k$ non-identity factors. If $A$ and $B$ are sums of one-spin operators, then

$$\operatorname{tr}\big(A\,(PLP)^n B\big)=\operatorname{tr}\big(A\,L^n B\big)\qquad\text{for all } n<2k .$$

At $n=2k$, with $k\ge 1$, the full moment minus the truncated one is

$$(-1)^k\big[\operatorname{tr}(L^kA\;L^kB)-\operatorname{tr}(P(L^kA)\;P(L^kB))\big].$$

This can vanish, for instance when $k\ge N$ and $P$ is the identity.

## Short-time signals in a restricted Liouville space

A code that propagates a density operator in a truncated product basis replaces $L$ by $PLP$. With $H$ in angular-frequency units, initial operator $B$ and detection operator $A$, the signal is

$$\operatorname{tr}(A\,e^{-iLt}B)=\sum_n \frac{(-it)^n}{n!}\operatorname{tr}(A\,L^nB).$$

For a finite spin system with time-independent $H$ and no relaxation, truncation therefore alters the signal at order $t^{2k}$ at the earliest. On a system small enough for the full basis, a code can compare the two sets of moments: below $n=2k$ they should differ by rounding only.

## Counting spins through the commutators

Let $V_q$ be the span of products with at most $q$ non-identity factors. Write $\sigma_0=1$, $\sigma_1,\sigma_2,\sigma_3$ for the Pauli matrices, $\sigma_s=\bigotimes_i\sigma_{s_i}$ for a Pauli string, and $|s|$ for its number of non-identity factors. Then

$$P(X)=2^{-N}\sum_{|s|\le k}\operatorname{tr}(\sigma_sX)\,\sigma_s .$$

**$P$ fixes $V_k$** (`trunc_of_mem`). Each one-spin matrix satisfies $M=\tfrac12\sum_a\operatorname{tr}(\sigma_aM)\sigma_a$. Multiplying over the spins gives

$$\bigotimes_iM_i=2^{-N}\sum_s\Big(\prod_i\operatorname{tr}(\sigma_{s_i}M_i)\Big)\sigma_s .$$

Suppose $M_i=1$ outside a set $S$ of at most $k$ spins. A string with $|s|>k$ has some $s_i\neq0$ with $i\notin S$. Its coefficient contains $\operatorname{tr}\sigma_{s_i}=0$, so $P$ discards nothing.

**$L$ maps $V_q$ into $V_{q+1}$** (`liouville_mem`). Take a product on $S$ with $|S|\le q$ and a term of $H$ on $T$ with $|T|\le2$. If $S$ and $T$ are disjoint, the two commute. Otherwise the commutator lives on $S\cup T$, and $|S\cup T|=|S|+|T|-|S\cap T|\le q+1$.

**Moving operators under the trace** (`trace_move`). The formula for $P$ gives

$$\operatorname{tr}(A\,P(X))=2^{-N}\sum_{|s|\le k}\operatorname{tr}(\sigma_sX)\operatorname{tr}(A\sigma_s)=\operatorname{tr}(P(A)\,X).$$

Cyclicity gives

$$\operatorname{tr}(A[H,X])=\operatorname{tr}(AHX)-\operatorname{tr}(HAX)=-\operatorname{tr}([H,A]X).$$

Hence $K=PLP$ also moves across with a minus sign.

**$K$ equals $L$ below the cutoff** (`truncL_eq`). If $X\in V_q$ with $q<k$, then $P(X)=X$ and $L(X)\in V_{q+1}\subseteq V_k$, so $K(X)=L(X)$.

**The moments.** The case $n=0$ is immediate. For $1\le n\le2k-1$ write $n=u+1+v$ with $0\le u,v\le k-1$. Repeated use of the previous step gives $K^uA=L^uA$ and $K^vB=L^vB$, both in $V_k$. Therefore

$$\begin{aligned}
\operatorname{tr}(A\,K^nB)&=(-1)^u\operatorname{tr}(L^uA\;PLP\,L^vB)\\
&=(-1)^u\operatorname{tr}(L^uA\;L\,L^vB)=\operatorname{tr}(A\,L^nB).
\end{aligned}$$

The outer $P$ was moved onto $L^uA$, which it fixes.

**Order $2k$.** Move $k$ commutators onto $A$. The full moment becomes $(-1)^k\operatorname{tr}(L^kA\,L^kB)$. For the truncated one, $K^kA=K(L^{k-1}A)=P(L^kA)$, and likewise for $B$. Subtraction gives the stated difference.

## Lean source

```lean
import Mathlib

open Matrix

noncomputable section

namespace TruncatedProductOperators

/-- Operators on a finite set `ι` of spins 1/2, as matrices between spin configurations. -/
abbrev Op (ι : Type*) := Matrix (ι → Fin 2) (ι → Fin 2) ℂ

variable {ι : Type*} [Fintype ι] [DecidableEq ι]

/-- The identity and the Pauli matrices X, Y, Z, numbered 0 to 3. -/
def pauli : Fin 4 → Matrix (Fin 2) (Fin 2) ℂ :=
  ![1, !![0, 1; 1, 0], !![0, -Complex.I; Complex.I, 0], !![1, 0; 0, -1]]

/-- The product operator with factor `M i` on spin `i`. -/
def prodOp (M : ι → Matrix (Fin 2) (Fin 2) ℂ) : Op ι :=
  Matrix.of fun x y => ∏ i, M i (x i) (y i)

/-- The span of all products with at most `q` non-identity factors. -/
def upTo (ι : Type*) [Fintype ι] (q : ℕ) : Submodule ℂ (Op ι) :=
  Submodule.span ℂ {X | ∃ (S : Finset ι) (M : ι → Matrix (Fin 2) (Fin 2) ℂ),
    S.card ≤ q ∧ (∀ i ∉ S, M i = 1) ∧ X = prodOp M}

/-- The component of `X` along the product of Pauli matrices with labels `s`. -/
def component (s : ι → Fin 4) (X : Op ι) : Op ι :=
  ((1 / 2 : ℂ) ^ Fintype.card ι * trace (prodOp (fun i => pauli (s i)) * X)) •
    prodOp fun i => pauli (s i)

/-- The truncation P: keep the Pauli products with at most `k` non-identity factors. -/
def trunc (k : ℕ) : Module.End ℂ (Op ι) where
  toFun X := ∑ s ∈ Finset.univ.filter (fun s : ι → Fin 4 =>
    (Finset.univ.filter fun i => s i ≠ 0).card ≤ k), component s X
  map_add' X Y := by
    simp only [component, mul_add, trace_add, add_smul, Finset.sum_add_distrib]
  map_smul' c X := by
    simp only [component, Matrix.mul_smul, trace_smul, smul_eq_mul, RingHom.id_apply,
      Finset.smul_sum, smul_smul]
    refine Finset.sum_congr rfl fun s _ => ?_
    congr 1
    ring

/-- The Liouvillian L(X) = [H, X]. -/
def liouville (H : Op ι) : Module.End ℂ (Op ι) where
  toFun X := H * X - X * H
  map_add' X Y := by noncomm_ring
  map_smul' c X := by simp [smul_sub]

/-- The truncated Liouvillian PLP. -/
def truncL (H : Op ι) (k : ℕ) : Module.End ℂ (Op ι) := trunc k * liouville H * trunc k

/-- Product operators multiply spin by spin, and their trace is the product of the traces. -/
theorem prodOp_mul_trace (M M' : ι → Matrix (Fin 2) (Fin 2) ℂ) :
    prodOp M * prodOp M' = prodOp (fun i => M i * M' i) ∧
      trace (prodOp M) = ∏ i, trace (M i) := by
  constructor
  · ext x y
    simp only [prodOp, Matrix.mul_apply, Matrix.of_apply, Finset.prod_univ_sum,
      Fintype.piFinset_univ, Finset.prod_mul_distrib]
  · simp only [prodOp, Matrix.trace, Matrix.diag_apply, Matrix.of_apply,
      Finset.prod_univ_sum, Fintype.piFinset_univ]

/-- Every one-spin matrix is the sum of its components along the identity and X, Y, Z. -/
theorem pauli_complete (M : Matrix (Fin 2) (Fin 2) ℂ) :
    M = ∑ a, (1 / 2 * trace (pauli a * M)) • pauli a := by
  rw [← Matrix.ext_iff]
  simp only [Fin.forall_fin_two]
  refine ⟨⟨?_, ?_⟩, ?_, ?_⟩ <;>
    simp [pauli, Fin.sum_univ_four, trace_fin_two, Matrix.mul_apply, Fin.sum_univ_two]
  · ring
  · linear_combination (-(1 / 2) * (M 1 0 - M 0 1)) * Complex.I_sq
  · linear_combination (1 / 2 * (M 1 0 - M 0 1)) * Complex.I_sq
  · ring

/-- P leaves products with at most `q ≤ k` non-identity factors, and their sums, unchanged. -/
theorem trunc_of_mem {k q : ℕ} {X : Op ι} (hq : q ≤ k) (hX : X ∈ upTo ι q) :
    trunc k X = X := by
  refine LinearMap.eqOn_span (g := LinearMap.id) ?_ hX
  rintro _ ⟨S, M, hS, hM, rfl⟩
  change trunc k (prodOp M) = prodOp M
  have htr (s : ι → Fin 4) : trace (prodOp (fun i => pauli (s i)) * prodOp M) =
      ∏ i, trace (pauli (s i) * M i) := by
    rw [(prodOp_mul_trace _ _).1, (prodOp_mul_trace _ M).2]
  -- expand every factor in Pauli matrices
  have hexp : prodOp M = ∑ s, component s (prodOp M) := by
    ext x y
    have h1 : prodOp M x y =
        ∏ i, ∑ a, (1 / 2 * trace (pauli a * M i)) * pauli a (x i) (y i) := by
      simp only [prodOp, Matrix.of_apply]
      refine Finset.prod_congr rfl fun i _ => ?_
      have h := congrArg (fun Z => Z (x i) (y i)) (pauli_complete (M i))
      simpa only [Matrix.sum_apply, Matrix.smul_apply, smul_eq_mul] using h
    rw [h1]
    simp only [component, htr, Finset.prod_univ_sum, Fintype.piFinset_univ,
      Finset.prod_mul_distrib, Matrix.sum_apply, Matrix.smul_apply, smul_eq_mul,
      Finset.prod_const, Finset.card_univ]
    rfl
  refine Eq.trans (Finset.sum_subset (Finset.filter_subset _ _) fun s _ hs => ?_) hexp.symm
  -- a heavier string has a traceless factor where `M` is the identity
  obtain ⟨i, hiS, hi0⟩ : ∃ i, i ∉ S ∧ s i ≠ 0 := by
    by_contra hcon
    push Not at hcon
    refine hs (Finset.mem_filter.2 ⟨Finset.mem_univ _, ?_⟩)
    refine (Finset.card_le_card fun i hi => ?_).trans (hS.trans hq)
    by_contra hiS
    exact (Finset.mem_filter.1 hi).2 (hcon i hiS)
  have hp : ∀ a : Fin 4, a ≠ 0 → trace (pauli a) = 0 := by
    intro a
    fin_cases a <;> simp [pauli, trace_fin_two]
  rw [component, htr, Finset.prod_eq_zero (Finset.mem_univ i)
    (by rw [hM i hiS, mul_one, hp _ hi0]), mul_zero, zero_smul]

/-- For H made of one- and two-spin operators, L adds at most one non-identity factor. -/
theorem liouville_mem {H X : Op ι} {q : ℕ} (hH : H ∈ upTo ι 2) (hX : X ∈ upTo ι q) :
    liouville H X ∈ upTo ι (q + 1) := by
  refine (Submodule.span_le.2 ?_ : upTo ι q ≤ (upTo ι (q + 1)).comap (liouville H)) hX
  rintro _ ⟨S, M, hS, hM, rfl⟩
  change liouville H (prodOp M) ∈ upTo ι (q + 1)
  have h : upTo ι 2 ≤ (upTo ι (q + 1)).comap (liouville (prodOp M)) := by
    refine Submodule.span_le.2 ?_
    rintro _ ⟨T, M', hT, hM', rfl⟩
    change prodOp M * prodOp M' - prodOp M' * prodOp M ∈ upTo ι (q + 1)
    rw [(prodOp_mul_trace M M').1, (prodOp_mul_trace M' M).1]
    by_cases hd : Disjoint S T
    · -- products on disjoint spins commute
      have hc : (fun i => M i * M' i) = fun i => M' i * M i := by
        funext i
        by_cases hi : i ∈ S
        · rw [hM' i (Finset.disjoint_left.1 hd hi), mul_one, one_mul]
        · rw [hM i hi, mul_one, one_mul]
      rw [hc, sub_self]
      exact Submodule.zero_mem _
    · have h1 := Finset.card_pos.2 (Finset.not_disjoint_iff_nonempty_inter.1 hd)
      have h2 := Finset.card_union_add_card_inter S T
      have hu (N : ι → Matrix (Fin 2) (Fin 2) ℂ) (hN : ∀ i ∉ S ∪ T, N i = 1) :
          prodOp N ∈ upTo ι (q + 1) :=
        Submodule.subset_span ⟨S ∪ T, N, by omega, hN, rfl⟩
      refine Submodule.sub_mem _ (hu _ ?_) (hu _ ?_) <;> intro i hi <;>
        simp only [Finset.mem_union, not_or] at hi <;> simp [hM i hi.1, hM' i hi.2]
  rw [show liouville H (prodOp M) = -liouville (prodOp M) H from (neg_sub _ _).symm]
  exact Submodule.neg_mem _ (h hH)

/-- Under the trace, P moves to the other factor unchanged, L and PLP with a minus sign. -/
theorem trace_move (H : Op ι) (k : ℕ) (A X : Op ι) :
    trace (A * trunc k X) = trace (trunc k A * X) ∧
    trace (A * liouville H X) = -trace (liouville H A * X) ∧
    trace (A * truncL H k X) = -trace (truncL H k A * X) := by
  have hP (A X : Op ι) : trace (A * trunc k X) = trace (trunc k A * X) := by
    change trace (A * ∑ s ∈ _, component s X) = trace ((∑ s ∈ _, component s A) * X)
    simp only [component, Finset.mul_sum, Finset.sum_mul, trace_sum, Matrix.mul_smul,
      Matrix.smul_mul, trace_smul, smul_eq_mul]
    refine Finset.sum_congr rfl fun s _ => ?_
    rw [trace_mul_comm A (prodOp _)]
    ring
  have hL (A X : Op ι) : trace (A * liouville H X) = -trace (liouville H A * X) := by
    change trace (A * (H * X - X * H)) = -trace ((H * A - A * H) * X)
    rw [mul_sub, sub_mul, trace_sub, trace_sub, ← mul_assoc A X H,
      trace_mul_comm (A * X) H, mul_assoc A H X, mul_assoc H A X]
    ring
  refine ⟨hP A X, hL A X, ?_⟩
  change trace (A * trunc k (liouville H (trunc k X))) =
    -trace (trunc k (liouville H (trunc k A)) * X)
  rw [hP, hL, hP]

/-- For H made of one- and two-spin operators, PLP acts as L on operators with at most
`q < k` non-identity factors per product. -/
theorem truncL_eq {H X : Op ι} {k q : ℕ} (hH : H ∈ upTo ι 2) (hX : X ∈ upTo ι q)
    (hq : q < k) : truncL H k X = liouville H X := by
  change trunc k (liouville H (trunc k X)) = _
  rw [trunc_of_mem hq.le hX, trunc_of_mem hq (liouville_mem hH hX)]

/-- Let H be made of one- and two-spin operators, and A, B of products with at most p, q ≤ k
non-identity factors. Then tr(A (PLP)^n B) = tr(A L^n B) whenever n + p + q ≤ 2k + 1. -/
theorem truncated_moment_eq {H A B : Op ι} {k p q n : ℕ} (hH : H ∈ upTo ι 2)
    (hA : A ∈ upTo ι p) (hB : B ∈ upTo ι q) (hp : p ≤ k) (hq : q ≤ k)
    (hn : n + p + q ≤ 2 * k + 1) :
    trace (A * (truncL H k ^ n) B) = trace (A * (liouville H ^ n) B) := by
  induction n generalizing p q A B with
  | zero => simp
  | succ n ih =>
    by_cases h1 : q < k
    · -- let one commutator act on B
      rw [pow_succ, pow_succ, Module.End.mul_apply, Module.End.mul_apply, truncL_eq hH hB h1]
      exact ih hA (liouville_mem hH hB) hp h1 (by omega)
    by_cases h2 : p < k
    · -- let one commutator act on A
      rw [pow_succ', pow_succ', Module.End.mul_apply, Module.End.mul_apply,
        (trace_move H k A _).2.2, (trace_move H k A _).2.1, truncL_eq hH hA h2,
        ih (liouville_mem hH hA) hB h2 hq (by omega)]
    -- one commutator is left between two operators that P keeps
    obtain rfl : n = 0 := by omega
    rw [zero_add, pow_one, pow_one]
    change trace (A * trunc k (liouville H (trunc k B))) = _
    rw [(trace_move H k A _).1, trunc_of_mem hp hA, trunc_of_mem hq hB]

/-- For H made of one- and two-spin operators and one-spin operators A, B, truncation at `k`
factors leaves tr(A L^n B) unchanged for all n < 2k. -/
theorem one_spin_moment_eq {H A B : Op ι} {k n : ℕ} (hH : H ∈ upTo ι 2)
    (hA : A ∈ upTo ι 1) (hB : B ∈ upTo ι 1) (hn : n < 2 * k) :
    trace (A * (truncL H k ^ n) B) = trace (A * (liouville H ^ n) B) :=
  truncated_moment_eq hH hA hB (by omega) (by omega) (by omega)

/-- Let H be made of one- and two-spin operators, A and B of products with at most p
non-identity factors, and p + j ≤ k. With m = j + 1, truncation lowers the moment of order 2m
by (-1)^m [tr(L^m A L^m B) - tr(P(L^m A) P(L^m B))]; for p = 1 and m = k this is order 2k. -/
theorem leading_error {H A B : Op ι} {k p j : ℕ} (hH : H ∈ upTo ι 2)
    (hA : A ∈ upTo ι p) (hB : B ∈ upTo ι p) (hj : p + j ≤ k) :
    trace (A * (liouville H ^ (2 * (j + 1))) B) - trace (A * (truncL H k ^ (2 * (j + 1))) B) =
      (-1) ^ (j + 1) * (trace ((liouville H ^ (j + 1)) A * (liouville H ^ (j + 1)) B) -
        trace (trunc k ((liouville H ^ (j + 1)) A) * trunc k ((liouville H ^ (j + 1)) B))) := by
  induction j generalizing p A B with
  | zero =>
    have hK (C : Op ι) (hC : C ∈ upTo ι p) : truncL H k C = trunc k (liouville H C) := by
      change trunc k (liouville H (trunc k C)) = _
      rw [trunc_of_mem (by omega) hC]
    simp only [zero_add, mul_one, pow_two, pow_one, Module.End.mul_apply]
    rw [(trace_move H k A _).2.1, (trace_move H k A _).2.2, hK A hA, hK B hB]
    ring
  | succ j ih =>
    -- one commutator acts on each side
    have h (K : Module.End ℂ (Op ι)) :
        (K ^ (2 * (j + 1 + 1))) B = K ((K ^ (2 * (j + 1))) (K B)) := by
      have e : 2 * (j + 1 + 1) = 2 * (j + 1) + 1 + 1 := by omega
      rw [e, pow_succ K (2 * (j + 1) + 1), pow_succ' K (2 * (j + 1)),
        Module.End.mul_apply, Module.End.mul_apply]
    have hg (C : Op ι) :
        (liouville H ^ (j + 1 + 1)) C = (liouville H ^ (j + 1)) (liouville H C) := by
      rw [pow_succ _ (j + 1), Module.End.mul_apply]
    have hi := ih (liouville_mem hH hA) (liouville_mem hH hB) (by omega)
    rw [h (liouville H), h (truncL H k), (trace_move H k A _).2.1, (trace_move H k A _).2.2,
      truncL_eq hH hA (by omega), truncL_eq hH hB (by omega), hg A, hg B]
    linear_combination (-1) * hi

end TruncatedProductOperators
```

```lean
#print axioms TruncatedProductOperators.one_spin_moment_eq
#print axioms TruncatedProductOperators.leading_error
```

```
'TruncatedProductOperators.one_spin_moment_eq' depends on axioms: [propext, Classical.choice, Quot.sound]
'TruncatedProductOperators.leading_error' depends on axioms: [propext, Classical.choice, Quot.sound]
```

## Exact moments, with no error bound at finite time

The finite type `ι` labels the spins, and `Op ι` contains the complex matrices between their up/down configurations. `prodOp` is the tensor product written entry by entry, `upTo ι q` is $V_q$, `trunc k` is $P$, and `truncL H k` is $PLP$. Despite its name, `component` returns an operator, not a coefficient. The basis uses Pauli matrices, not spin operators $I=\sigma/2$; this rescaling leaves $P$ unchanged.

`one_spin_moment_eq` is the opening identity. The hypothesis `hH : H ∈ upTo ι 2` admits Zeeman terms, scalar couplings and dipolar couplings of any strength and range, but not effective three-spin terms. Neither $H$ nor $A$, $B$ need be Hermitian. The trace contains no adjoint, so a code that evaluates $\operatorname{tr}(A^\dagger X)$ should put $A^\dagger$ in place of $A$. The moments are not divided by $\operatorname{tr}(AB)$; where that number is nonzero, the normalised moments agree too.

The identity is a special case of `truncated_moment_eq`, which allows $A\in V_p$ and $B\in V_q$ with $p,q\le k$ and $n+p+q\le2k+1$. Its induction on $n$ lets commutators act on $B$ until $q=k$, then on $A$ until $p=k$. At most one commutator is then left, between two operators that $P$ fixes. `leading_error` peels off one commutator on each side per induction step; the difference at order $2k$ is its case $p=1$, $j=k-1$.

The theorems concern moments; the power series that links them to the signal is the usual expansion of the exponential. The step they leave open is from these first coefficients to a free induction decay recorded over many inverse couplings, where higher orders matter and no error bound is given. Relaxation and time-dependent Hamiltonians lie beyond the model. So do bases that also drop products of distant spins: here $P$ keeps every product of up to $k$ spins, wherever they sit in the molecule.
